# Additive Schwarz with exact solves on k covering index sets keeps the preconditioned spectrum of a real symmetric positive definite matrix in (0, k]

Take two coupled unknowns with the matrix

A = [1 c; c 1], |c| < 1.

Solve for each unknown separately, with the other held at zero, and add the two answers. This preconditioner is B = 1, so BA = A has eigenvalues 1 + c and 1 − c, both between 0 and 2. Call x·Ax the energy of x (twice the usual quadratic energy). Then

x·Ax − (Ax)₁² = (1 − c²)x₂² ≥ 0,

so the first solve captures at most the full energy. The same holds for the second, and together they capture at most twice the energy.

A larger instance is the Poisson equation for the Hartree potential on a finite grid, discretised so that A is real symmetric positive definite, with exact solves on k patches that together cover the grid. Approximate or rounded patch solves, as in a running code, fall outside the hypotheses. Nor is there a bound on the condition number: above, 1 − |c| can be arbitrarily small.

In Lean, `n` is the finite index type and `S : Fin k → Finset n` lists the patches, which may overlap, repeat or be empty. `A.PosDef` includes symmetry; `*ᵥ` is the matrix–vector product and `⬝ᵥ` the dot product.

```lean
import Mathlib

open Matrix

namespace AdditiveSchwarz

noncomputable section

variable {n : Type*} [Fintype n] [DecidableEq n] {k : ℕ}
```

## Local solves and their sum

The restriction Rₛ keeps the components on an index set s:

(Rₛx)ᵢ = xᵢ for i in s.

```lean
/-- The restriction matrix, which keeps the components of a vector on the index set `s`. -/
def restr (s : Finset n) : Matrix s n ℝ :=
  Matrix.of fun i j => if (i : n) = j then 1 else 0
```

Aₛ is the block of A with rows and columns in s.

```lean
/-- The principal submatrix of `A` on the index set `s`. -/
def localBlock (A : Matrix n n ℝ) (s : Finset n) : Matrix s s ℝ :=
  A.submatrix (fun i => (i : n)) (fun i => (i : n))
```

The local solve restricts, inverts the block and extends by zero:

Qₛ = Rₛᵀ Aₛ⁻¹ Rₛ.

```lean
/-- The local solve: the inverse of the principal submatrix on `s`, extended by zero to all
indices. It is meant for matrices `A` whose principal submatrix on `s` is invertible. -/
def localInverse (A : Matrix n n ℝ) (s : Finset n) : Matrix n n ℝ :=
  (restr s)ᵀ * (localBlock A s)⁻¹ * restr s
```

With Qᵢ the local solve on `S i`, the preconditioner is

B = Σᵢ Qᵢ.

```lean
/-- The additive Schwarz preconditioner: the sum of the local solves over `k` index sets, each
with an invertible principal submatrix. -/
def additiveSchwarz (A : Matrix n n ℝ) (S : Fin k → Finset n) : Matrix n n ℝ :=
  ∑ i, localInverse A (S i)
```

## One solve captures at most the full energy

Transposition moves a matrix across the dot product:

x·Wᵀy = (Wx)·y.

```lean
/-- A real matrix moves from one side of the dot product to the other as its transpose. -/
theorem dot_transpose {l m : Type*} [Fintype l] [Fintype m] (W : Matrix l m ℝ)
    (x : m → ℝ) (y : l → ℝ) : x ⬝ᵥ Wᵀ *ᵥ y = (W *ᵥ x) ⬝ᵥ y := by
  rw [Matrix.dotProduct_mulVec, Matrix.vecMul_transpose]
```

The 0/1 entries of Rₛ collapse the sums in the matrix product, leaving

Rₛ A Rₛᵀ = Aₛ.

```lean
/-- Restricting a matrix on both sides gives its principal submatrix. -/
theorem restr_mul (A : Matrix n n ℝ) (s : Finset n) :
    restr s * A * (restr s)ᵀ = localBlock A s := by
  ext i j
  simp [restr, localBlock, Matrix.mul_apply]
```

For A = 1 this reads RₛRₛᵀ = 1, so z ≠ 0 implies Rₛᵀz ≠ 0. Hence

z·Aₛz = (Rₛᵀz)·A(Rₛᵀz) > 0,

and Aₛ is invertible.

```lean
/-- Every principal submatrix of a positive definite matrix is positive definite. -/
theorem localBlock_posDef {A : Matrix n n ℝ} (hA : A.PosDef) (s : Finset n) :
    (localBlock A s).PosDef := by
  have hR : restr s * (restr s)ᵀ = 1 := by
    have h := restr_mul (1 : Matrix n n ℝ) s
    rw [Matrix.mul_one] at h
    rw [h]
    exact Matrix.submatrix_one _ Subtype.val_injective
  refine Matrix.posDef_iff_dotProduct_mulVec.2 ⟨hA.isHermitian.submatrix _, fun z hz => ?_⟩
  -- extension by zero of a nonzero local vector is nonzero
  have hw : (restr s)ᵀ *ᵥ z ≠ 0 := fun h => hz <| by
    calc z = (restr s * (restr s)ᵀ) *ᵥ z := by rw [hR, Matrix.one_mulVec]
      _ = restr s *ᵥ ((restr s)ᵀ *ᵥ z) := by rw [Matrix.mulVec_mulVec]
      _ = 0 := by rw [h, Matrix.mulVec_zero]
  have hp := hA.dotProduct_mulVec_pos hw
  have hd := dot_transpose (restr s)ᵀ z (A *ᵥ ((restr s)ᵀ *ᵥ z))
  rw [Matrix.transpose_transpose] at hd
  rw [star_trivial] at hp ⊢
  rw [← restr_mul, ← Matrix.mulVec_mulVec, ← Matrix.mulVec_mulVec, hd]
  exact hp
```

Since Aₛ is symmetric, so is Qₛ. Moreover,

QₛAQₛ = Rₛᵀ Aₛ⁻¹ (RₛARₛᵀ) Aₛ⁻¹ Rₛ = Rₛᵀ Aₛ⁻¹ Rₛ = Qₛ.

```lean
/-- For positive definite `A` the local solve `Q` is symmetric and satisfies `Q A Q = Q`. -/
theorem localInverse_symm_proj {A : Matrix n n ℝ} (hA : A.PosDef) (s : Finset n) :
    (localInverse A s)ᵀ = localInverse A s ∧
      localInverse A s * A * localInverse A s = localInverse A s := by
  have hM := localBlock_posDef hA s
  have hT : (localBlock A s)ᵀ = localBlock A s :=
    (Matrix.conjTranspose_eq_transpose_of_trivial _).symm.trans hM.isHermitian.eq
  constructor
  · rw [localInverse, Matrix.transpose_mul, Matrix.transpose_mul, Matrix.transpose_transpose,
      Matrix.transpose_nonsing_inv, hT, Matrix.mul_assoc]
  · calc localInverse A s * A * localInverse A s
        = (restr s)ᵀ * ((localBlock A s)⁻¹ * (restr s * A * (restr s)ᵀ) *
            (localBlock A s)⁻¹) * restr s := by
          simp only [localInverse, Matrix.mul_assoc]
      _ = localInverse A s := by
          rw [restr_mul, Matrix.nonsing_inv_mul _ hM.det_pos.ne'.isUnit, Matrix.one_mul,
            localInverse]
```

Let p = QₛAx be the local correction. The last identity gives p·Ap = (Ax)·p, which is `key` in the code. The remaining error x − p has nonnegative energy:

0 ≤ (x − p)·A(x − p) = x·Ax − 2(Ax)·p + p·Ap = x·Ax − (Ax)·p.

`linarith` combines these relations.

```lean
/-- For positive definite `A`, the energy captured by one local solve is at most the full
energy `x · A x`. -/
theorem local_energy_le {A : Matrix n n ℝ} (hA : A.PosDef) (s : Finset n) (x : n → ℝ) :
    (A *ᵥ x) ⬝ᵥ localInverse A s *ᵥ (A *ᵥ x) ≤ x ⬝ᵥ A *ᵥ x := by
  obtain ⟨hQ, hP⟩ := localInverse_symm_proj hA s
  have hT : Aᵀ = A :=
    (Matrix.conjTranspose_eq_transpose_of_trivial _).symm.trans hA.isHermitian.eq
  have key : ∀ g : n → ℝ, (localInverse A s *ᵥ g) ⬝ᵥ A *ᵥ (localInverse A s *ᵥ g)
      = g ⬝ᵥ localInverse A s *ᵥ g := fun g => by
    rw [← dot_transpose, hQ, Matrix.mulVec_mulVec, Matrix.mulVec_mulVec, hP]
  have h1 := key (A *ᵥ x)
  generalize localInverse A s *ᵥ (A *ᵥ x) = p at h1 ⊢
  have h2 := dot_transpose A x p
  rw [hT] at h2
  have h3 := dotProduct_comm p (A *ᵥ x)
  -- the error left after the local correction has nonnegative energy
  have h0 := hA.posSemidef.dotProduct_mulVec_nonneg (x - p)
  rw [star_trivial, Matrix.mulVec_sub, sub_dotProduct, dotProduct_sub, dotProduct_sub] at h0
  linarith
```

## Covering makes B positive definite

The quadratic form is additive in the matrix:

g·Bg = Σᵢ g·Qᵢg.

```lean
/-- The quadratic form of the preconditioner is the sum of those of the local solves. -/
theorem schwarz_quad (A : Matrix n n ℝ) (S : Fin k → Finset n) (g : n → ℝ) :
    g ⬝ᵥ additiveSchwarz A S *ᵥ g = ∑ i, g ⬝ᵥ localInverse A (S i) *ᵥ g := by
  let f : Matrix n n ℝ →+ ℝ :=
    { toFun := fun M => g ⬝ᵥ M *ᵥ g
      map_zero' := by simp
      map_add' := fun M N => by simp [Matrix.add_mulVec, dotProduct_add] }
  exact map_sum f _ _
```

Each term is nonnegative, because

x·Qₛx = (Rₛx)·Aₛ⁻¹(Rₛx) ≥ 0.

If xⱼ ≠ 0, the covering hypothesis `hS` supplies a set containing j, and its term is strictly positive. Without covering, positivity can fail: for A = 1 on two indices and the single set containing only the first, B = diag(1, 0), and BA has eigenvalue 0.

```lean
/-- If `A` is positive definite and the index sets cover all indices, the additive Schwarz
preconditioner is positive definite. -/
theorem schwarz_posDef {A : Matrix n n ℝ} (hA : A.PosDef) (S : Fin k → Finset n)
    (hS : ∀ j, ∃ i, j ∈ S i) : (additiveSchwarz A S).PosDef := by
  refine Matrix.posDef_iff_dotProduct_mulVec.2 ⟨?_, fun x hx => ?_⟩
  · rw [Matrix.IsHermitian, Matrix.conjTranspose_eq_transpose_of_trivial, additiveSchwarz,
      Matrix.transpose_sum]
    exact Finset.sum_congr rfl fun i _ => (localInverse_symm_proj hA (S i)).1
  have hq : ∀ s : Finset n, x ⬝ᵥ localInverse A s *ᵥ x
      = (restr s *ᵥ x) ⬝ᵥ (localBlock A s)⁻¹ *ᵥ (restr s *ᵥ x) := fun s => by
    rw [localInverse, ← Matrix.mulVec_mulVec, ← Matrix.mulVec_mulVec, dot_transpose]
  rw [star_trivial, schwarz_quad]
  -- some index set sees a nonzero component of `x`
  obtain ⟨j, hj⟩ := Function.ne_iff.1 hx
  obtain ⟨i, hi⟩ := hS j
  refine Finset.sum_pos' (fun l _ => ?_) ⟨i, Finset.mem_univ i, ?_⟩
  · rw [hq]
    simpa only [star_trivial] using
      (localBlock_posDef hA (S l)).inv.posSemidef.dotProduct_mulVec_nonneg (restr (S l) *ᵥ x)
  · have hr : restr (S i) *ᵥ x ≠ 0 := fun h => hj <| by
      have e : (restr (S i) *ᵥ x) ⟨j, hi⟩ = x j := by
        simp [restr, Matrix.mulVec, dotProduct]
      rw [← e, h]
      rfl
    rw [hq]
    simpa only [star_trivial] using
      (localBlock_posDef hA (S i)).inv.dotProduct_mulVec_pos hr
```

## Eigenvalues of BA

Let BAx = ax with x real and nonzero. Then x·Ax > 0, so Ax ≠ 0. Pairing the equation with Ax and summing the k energy bounds gives

0 < (Ax)·B(Ax) = a(x·Ax) ≤ k(x·Ax).

Division by x·Ax yields 0 < a ≤ k.

```lean
/-- For positive definite `A` and `k` covering index sets, an eigenvalue of `B A` with a real
eigenvector lies in `(0, k]`, where `B` is the additive Schwarz preconditioner. -/
theorem real_eigenvalue_bounds {A : Matrix n n ℝ} (hA : A.PosDef) (S : Fin k → Finset n)
    (hS : ∀ j, ∃ i, j ∈ S i) {a : ℝ} {x : n → ℝ} (hx : x ≠ 0)
    (h : additiveSchwarz A S *ᵥ (A *ᵥ x) = a • x) : 0 < a ∧ a ≤ k := by
  have hE := hA.dotProduct_mulVec_pos hx
  rw [star_trivial] at hE
  have hg : A *ᵥ x ≠ 0 := fun h0 => by
    rw [h0, dotProduct_zero] at hE
    exact lt_irrefl _ hE
  have hB := (schwarz_posDef hA S hS).dotProduct_mulVec_pos hg
  have hle : (A *ᵥ x) ⬝ᵥ additiveSchwarz A S *ᵥ (A *ᵥ x) ≤ k * (x ⬝ᵥ A *ᵥ x) := by
    rw [schwarz_quad]
    calc _ ≤ ∑ _i : Fin k, x ⬝ᵥ A *ᵥ x :=
          Finset.sum_le_sum fun i _ => local_energy_le hA (S i) x
      _ = k * (x ⬝ᵥ A *ᵥ x) := by simp
  rw [star_trivial] at hB
  rw [h, dotProduct_smul, smul_eq_mul, dotProduct_comm] at hB hle
  exact ⟨pos_of_mul_pos_left hB hE.le, le_of_mul_le_mul_right hle hE⟩
```

BA need not be symmetric, so complex eigenvalues must be excluded. Let x, y be the real and imaginary parts of v, and a, b those of μ. The eigenvalue equation, stated in Lean with the entries of BA cast to ℂ, splits into

BAx = ax − by, BAy = ay + bx.

Symmetry of B gives (Ax)·(BAy) = (BAx)·(Ay), that is,

a(Ax)·y + b x·Ax = a x·Ay − b y·Ay.

Symmetry of A cancels the terms in a:

b(x·Ax + y·Ay) = 0.

This is `hz`. The bracket is positive because v ≠ 0, so b = 0. Whichever of x and y is nonzero is then a real eigenvector, and the previous bound applies.

```lean
/-- Let `A` be real symmetric positive definite and let `k` index sets cover all indices. Every
complex eigenvalue of `B A`, with `B` the additive Schwarz preconditioner, is real and lies in
`(0, k]`. -/
theorem eigenvalue_bounds {A : Matrix n n ℝ} (hA : A.PosDef) (S : Fin k → Finset n)
    (hS : ∀ j, ∃ i, j ∈ S i) {μ : ℂ} {v : n → ℂ} (hv : v ≠ 0)
    (h : (additiveSchwarz A S * A).map (fun r : ℝ => (r : ℂ)) *ᵥ v = μ • v) :
    μ.im = 0 ∧ 0 < μ.re ∧ μ.re ≤ k := by
  obtain ⟨x, hxv⟩ : ∃ x : n → ℝ, ∀ i, x i = (v i).re := ⟨_, fun _ => rfl⟩
  obtain ⟨y, hyv⟩ : ∃ y : n → ℝ, ∀ i, y i = (v i).im := ⟨_, fun _ => rfl⟩
  -- real and imaginary parts of the eigenvalue equation
  have split : ∀ T : Matrix n n ℝ, T.map (fun r : ℝ => (r : ℂ)) *ᵥ v = μ • v →
      T *ᵥ x = μ.re • x - μ.im • y ∧ T *ᵥ y = μ.re • y + μ.im • x := by
    intro T hT
    constructor <;> ext i
    · have e := congrArg Complex.re (congrFun hT i)
      simpa [Matrix.mulVec, dotProduct, hxv, hyv] using e
    · have e := congrArg Complex.im (congrFun hT i)
      simpa [Matrix.mulVec, dotProduct, hxv, hyv] using e
  obtain ⟨hx, hy⟩ := split _ h
  rw [← Matrix.mulVec_mulVec] at hx hy
  have hT : Aᵀ = A :=
    (Matrix.conjTranspose_eq_transpose_of_trivial _).symm.trans hA.isHermitian.eq
  have hBT : (additiveSchwarz A S)ᵀ = additiveSchwarz A S :=
    (Matrix.conjTranspose_eq_transpose_of_trivial _).symm.trans
      (schwarz_posDef hA S hS).isHermitian.eq
  have hsym := dot_transpose (additiveSchwarz A S) (A *ᵥ x) (A *ᵥ y)
  rw [hBT, hx, hy, dotProduct_add, dotProduct_smul, dotProduct_smul, sub_dotProduct,
    smul_dotProduct, smul_dotProduct] at hsym
  simp only [smul_eq_mul] at hsym
  have h1 := dot_transpose A x y
  rw [hT] at h1
  have h2 := dotProduct_comm (A *ᵥ x) x
  have hz : μ.im * (x ⬝ᵥ A *ᵥ x + y ⬝ᵥ A *ᵥ y) = 0 := by
    linear_combination hsym + μ.re * h1 - μ.im * h2
  have px := hA.posSemidef.dotProduct_mulVec_nonneg x
  have py := hA.posSemidef.dotProduct_mulVec_nonneg y
  rw [star_trivial] at px py
  by_cases hx0 : x = 0
  · have hy0 : y ≠ 0 := fun hy0 => hv <| by
      ext i
      apply Complex.ext
      · rw [← hxv, hx0]; rfl
      · rw [← hyv, hy0]; rfl
    have p := hA.dotProduct_mulVec_pos hy0
    rw [star_trivial] at p
    have him : μ.im = 0 := (mul_eq_zero.1 hz).resolve_right (by linarith)
    rw [him, zero_smul, add_zero] at hy
    exact ⟨him, real_eigenvalue_bounds hA S hS hy0 hy⟩
  · have p := hA.dotProduct_mulVec_pos hx0
    rw [star_trivial] at p
    have him : μ.im = 0 := (mul_eq_zero.1 hz).resolve_right (by linarith)
    rw [him, zero_smul, sub_zero] at hx
    exact ⟨him, real_eigenvalue_bounds hA S hS hx0 hx⟩
```

## Full overlap attains the value k

If every set is the full index set, all local solves equal one matrix Q. It is positive definite by the covering result with a single set, hence invertible. Cancelling Q in QAQ = Q gives QA = 1, so

BA = k·1.

With k ≥ 1 and at least one index, k is therefore an eigenvalue. For other index sets the largest eigenvalue can lie far below k: if A = 1 and the k covering sets are disjoint, then BA = 1, however large k is.

```lean
/-- For positive definite `A`, if each of the `k` index sets contains all indices, then `B A` is `k`
times the identity, where `B` is the additive Schwarz preconditioner. -/
theorem schwarz_full_overlap {A : Matrix n n ℝ} (hA : A.PosDef) (k : ℕ) :
    additiveSchwarz A (fun _ : Fin k => Finset.univ) * A = (k : ℝ) • (1 : Matrix n n ℝ) := by
  have hQ : (localInverse A Finset.univ).PosDef := by
    have h := schwarz_posDef hA (fun _ : Fin 1 => Finset.univ) (fun j => ⟨0, Finset.mem_univ j⟩)
    simpa [additiveSchwarz] using h
  -- an invertible `Q` with `Q A Q = Q` is the inverse of `A`
  have h1 : localInverse A Finset.univ * A = 1 :=
    hQ.isUnit.mul_right_cancel (by rw [(localInverse_symm_proj hA _).2, one_mul])
  simp only [additiveSchwarz, Finset.sum_const, Finset.card_univ, Fintype.card_fin]
  rw [smul_mul_assoc, h1, Nat.cast_smul_eq_nsmul ℝ]

end

end AdditiveSchwarz
```

The same argument, carried out by hand for positive weights wᵢ and B = Σᵢ wᵢQᵢ, puts the eigenvalues of BA in (0, Σᵢ wᵢ]; this weighted version is not formalised here.

```lean
#print axioms AdditiveSchwarz.real_eigenvalue_bounds
#print axioms AdditiveSchwarz.eigenvalue_bounds
#print axioms AdditiveSchwarz.schwarz_full_overlap
```

```
'AdditiveSchwarz.real_eigenvalue_bounds' depends on axioms: [propext, Classical.choice, Quot.sound]
'AdditiveSchwarz.eigenvalue_bounds' depends on axioms: [propext, Classical.choice, Quot.sound]
'AdditiveSchwarz.schwarz_full_overlap' depends on axioms: [propext, Classical.choice, Quot.sound]
```
